# A diagonal Hessian element bounds the quantum correction to a harmonic coordinate's kinetic energy

A: For a harmonic system with positive definite dynamical matrix $D$, the thermal quantum kinetic energy $K_i$ of coordinate $i$ at temperature $T>0$ satisfies

$$\frac T2 < K_i < \frac T2+\frac{D_{ii}}{24T}.$$

Units are $\hbar=k_B=1$ and coordinates are mass-weighted, so $D_{ii}$ is the diagonal Hessian element divided by the mass. The classical value is $T/2$.

```lean
import Mathlib

open Matrix

namespace QuantumKineticEnergy

noncomputable section

variable {n : Type*} [Fintype n] [DecidableEq n]
```

Q: $K_i$ depends on the whole spectrum. What does the formal version take as a vibrational mode?

A: A vector $e_k$ with components $e_{ki}$, written `e k i`, and a frequency $w_k$. The structure `NormalModes D e w` demands orthonormality, $De_k=w_k^2e_k$ and $w_k>0$. The finite type `n` labels both coordinates and modes, so there are as many modes as coordinates.

```lean
/-- Normal modes of a dynamical matrix `D` in mass-weighted coordinates: orthonormal
vectors `e k` with `D e_k = w_k² e_k` and positive frequencies `w k`. -/
structure NormalModes (D : Matrix n n ℝ) (e : n → n → ℝ) (w : n → ℝ) : Prop where
  orthonormal : ∀ k l, e k ⬝ᵥ e l = if k = l then 1 else 0
  eigen : ∀ k, D *ᵥ e k = (w k) ^ 2 • e k
  pos : ∀ k, 0 < w k
```

Q: And the kinetic energy?

A: It is defined by the harmonic formula

$$K_i=\sum_k e_{ki}^2\,\frac{w_k}{4}\coth\frac{w_k}{2T}.$$

The momentum of coordinate $i$ is $p_i=\sum_k e_{ki}P_k$. Different modes are uncorrelated in the thermal state, so $\langle p_i^2\rangle/2$ is the sum of the mode kinetic energies with weights $e_{ki}^2$. The file starts from this formula; it does not derive it from a density operator.

```lean
/-- Thermal kinetic energy `(w/4) coth(w/(2T))` of a quantum oscillator of frequency `w ≠ 0` at
temperature `T > 0`, in units where `ħ = k_B = 1`. -/
def modeKinetic (T w : ℝ) : ℝ :=
  w / 4 * (Real.cosh (w / (2 * T)) / Real.sinh (w / (2 * T)))

/-- Quantum kinetic energy of coordinate `i` at temperature `T > 0`: the sum of the kinetic energies
of the modes, with frequencies `w k ≠ 0`, weighted by the squared components `e_ki²`. -/
def kineticEnergy (e : n → n → ℝ) (w : n → ℝ) (T : ℝ) (i : n) : ℝ :=
  ∑ k, e k i ^ 2 * modeKinetic T (w k)
```

Q: Then `NormalModes` is an assumption. Does a given $D$ have such modes?

A: Yes, if it is positive definite, which for `PosDef` includes being symmetric. The next theorem takes the orthonormal eigenvectors from the spectral theorem and the square roots of the eigenvalues as frequencies. With degenerate frequencies, the final bounds hold for any admissible choice of modes.

```lean
/-- Every real positive definite matrix has normal modes: its spectral eigenvectors, with the
square roots of its eigenvalues as frequencies. -/
theorem normalModes_witness {D : Matrix n n ℝ} (hD : D.PosDef) :
    NormalModes D (fun k => (hD.isHermitian.eigenvectorBasis k).ofLp)
      (fun k => Real.sqrt (hD.isHermitian.eigenvalues k)) where
  orthonormal k l := by
    have h := orthonormal_iff_ite.mp hD.isHermitian.eigenvectorBasis.orthonormal k l
    rw [dotProduct_comm]
    simpa only [EuclideanSpace.inner_eq_star_dotProduct, star_trivial] using h
  eigen k := by
    rw [Real.sq_sqrt (hD.eigenvalues_pos k).le]
    exact hD.isHermitian.mulVec_eigenvectorBasis k
  pos k := Real.sqrt_pos.mpr (hD.eigenvalues_pos k)
```

Q: I would still like to see the Planck occupation number in that hyperbolic cotangent.

A: Put $E=e^{w/(2T)}$ and $N=1/(e^{w/T}-1)=1/(E^2-1)$. Then

$$\coth\frac{w}{2T}=\frac{E^2+1}{E^2-1}=1+2N,\qquad \frac w4(1+2N)=\frac12\,w\left(N+\frac12\right).$$

This is half the oscillator energy, zero-point part included, as the virial theorem requires. The proof below does the same algebra in `E`, with `h2` and `h4` as the two equalities for the cotangent.

```lean
/-- For `T, w > 0` the mode kinetic energy is half the oscillator energy `w (N + 1/2)`, where
`N = 1/(exp(w/T) - 1)` is the Planck occupation number. -/
theorem modeKinetic_eq_planck {T w : ℝ} (hT : 0 < T) (hw : 0 < w) :
    modeKinetic T w = w * (1 / (Real.exp (w / T) - 1) + 1 / 2) / 2 := by
  have hE : 1 < Real.exp (w / (2 * T)) := Real.one_lt_exp_iff.mpr (by positivity)
  have hsq : Real.exp (w / T) = Real.exp (w / (2 * T)) ^ 2 := by
    rw [sq, ← Real.exp_add]
    congr 1
    ring
  rw [modeKinetic, Real.cosh_eq, Real.sinh_eq, Real.exp_neg, hsq]
  generalize Real.exp (w / (2 * T)) = E at hE
  have hinv : E * E⁻¹ = 1 := mul_inv_cancel₀ (by linarith)
  have h1 : E ^ 2 - 1 ≠ 0 := by nlinarith
  have h3 : (E - E⁻¹) / 2 ≠ 0 := by
    have := inv_lt_one_of_one_lt₀ hE
    linarith
  have h2 : (E + E⁻¹) / 2 / ((E - E⁻¹) / 2) = (E ^ 2 + 1) / (E ^ 2 - 1) := by
    rw [div_eq_div_iff h3 h1]
    linear_combination E * hinv
  have h4 : (E ^ 2 + 1) / (E ^ 2 - 1) = 1 + 2 * (1 / (E ^ 2 - 1)) := by
    rw [div_eq_iff h1]
    linear_combination (-2) * one_div_mul_cancel h1
  rw [h2, h4]
  ring
```

Q: Where does the 24 come from? A high-temperature expansion would only give an approximation.

A: It comes from an inequality valid for all $x>0$:

$$1<x\coth x<1+\frac{x^2}{3}.$$

Take $a(x)=x\cosh x-\sinh x$ and $b(x)=(3+x^2)\sinh x-3x\cosh x$. Both vanish at $0$, and

$$a'(x)=x\sinh x,\qquad b'(x)=x^2\cosh x-x\sinh x=x\,a(x).$$

Since $\sinh x>0$, $a$ increases from zero and is positive; hence $b$ is positive too. Dividing $a>0$ by $\sinh x$ gives the lower bound, and dividing $b>0$ by $3\sinh x$ gives the upper one.

In the code, `step` is the monotonicity argument, while `ha` and `hb` apply it to $a$ and $b$. The last lines clear the denominator $\sinh x$.

```lean
/-- For `x > 0`, `x coth x` lies strictly between `1` and `1 + x²/3`. -/
theorem x_coth_bounds {x : ℝ} (hx : 0 < x) :
    1 < x * (Real.cosh x / Real.sinh x) ∧
    x * (Real.cosh x / Real.sinh x) < 1 + x ^ 2 / 3 := by
  -- a function vanishing at 0 with derivative y * g y, where g y > 0 for y > 0,
  -- is positive for y > 0
  have step : ∀ f g : ℝ → ℝ, f 0 = 0 → (∀ y, HasDerivAt f (y * g y) y) →
      (∀ y, 0 < y → 0 < g y) → ∀ y, 0 < y → 0 < f y := by
    intro f g h0 hf hg y hy
    have hm : StrictMonoOn f (Set.Ici 0) := by
      refine strictMonoOn_of_deriv_pos (convex_Ici 0)
        (fun z _ => (hf z).continuousAt.continuousWithinAt) (fun z hz => ?_)
      rw [interior_Ici] at hz
      rw [(hf z).deriv]
      exact mul_pos (Set.mem_Ioi.mp hz) (hg z (Set.mem_Ioi.mp hz))
    have := hm (Set.mem_Ici.mpr le_rfl) (Set.mem_Ici.mpr hy.le) hy
    rwa [h0] at this
  have hsq : ∀ y : ℝ, HasDerivAt (fun z : ℝ => z ^ 2) (2 * y) y := fun y => by
    simpa using hasDerivAt_pow 2 y
  have hs : ∀ y : ℝ, 0 < y → 0 < Real.sinh y := fun y hy => Real.sinh_pos_iff.mpr hy
  -- each function has the previous one in its derivative
  have ha := step (fun y => y * Real.cosh y - Real.sinh y) Real.sinh (by simp)
    (fun y => (((hasDerivAt_id' y).fun_mul (Real.hasDerivAt_cosh y)).fun_sub
      (Real.hasDerivAt_sinh y)).congr_deriv (by ring)) hs
  have hb := step (fun y => (3 + y ^ 2) * Real.sinh y - 3 * y * Real.cosh y) _ (by simp)
    (fun y => ((((hsq y).const_add 3).fun_mul (Real.hasDerivAt_sinh y)).fun_sub
      (((hasDerivAt_id' y).const_mul 3).fun_mul (Real.hasDerivAt_cosh y))).congr_deriv
      (by ring)) ha
  have a := ha x hx
  have b := hb x hx
  have s := hs x hx
  rw [← mul_div_assoc, lt_div_iff₀ s, div_lt_iff₀ s]
  exact ⟨by linarith, by linarith⟩
```

Q: And for one mode?

A: Set $x=w/(2T)$. The mode kinetic energy is $\frac T2\,x\coth x$, so it exceeds $T/2$ and lies below

$$\frac T2\left(1+\frac{w^2}{12T^2}\right)=\frac T2+\frac{w^2}{24T}.$$

Lean substitutes $w=2Tx$, rewrites both expressions (`hK`, `e2`) and multiplies the previous inequalities by $T/2$.

```lean
/-- For `T, w > 0` the kinetic energy of one mode lies strictly between `T/2` and
`T/2 + w²/(24T)`. -/
theorem modeKinetic_bounds {T w : ℝ} (hT : 0 < T) (hw : 0 < w) :
    T / 2 < modeKinetic T w ∧ modeKinetic T w < T / 2 + w ^ 2 / (24 * T) := by
  obtain ⟨x, hx, rfl⟩ : ∃ x, 0 < x ∧ w = 2 * T * x :=
    ⟨w / (2 * T), by positivity, by field_simp⟩
  have h2 : 2 * T * x / (2 * T) = x := by field_simp
  have hK : modeKinetic T (2 * T * x) = T / 2 * (x * (Real.cosh x / Real.sinh x)) := by
    rw [modeKinetic, h2]
    ring
  have e2 : (2 * T * x) ^ 2 / (24 * T) = T / 2 * (x ^ 2 / 3) := by
    rw [div_eq_iff (by positivity)]
    ring
  obtain ⟨a, b⟩ := x_coth_bounds hx
  have hT2 : 0 < T / 2 := by positivity
  have a' := mul_lt_mul_of_pos_left a hT2
  have b' := mul_lt_mul_of_pos_left b hT2
  rw [hK, e2]
  exact ⟨by linarith, by linarith⟩
```

Q: That still contains every frequency. How does a single matrix element replace them?

A: By completeness. Let $O$ be the square matrix with rows $e_k$. Orthonormality says $OO^{\mathsf T}=1$, hence also $O^{\mathsf T}O=1$. If $Ae_k=\mu_ke_k$ for all $k$, then

$$A_{ii}=(AO^{\mathsf T}O)_{ii}=\sum_k(Ae_k)_i\,e_{ki}=\sum_k e_{ki}^2\mu_k.$$

With $A=1$ this gives $\sum_k e_{ki}^2=1$; with $A=D$ it gives $\sum_k e_{ki}^2w_k^2=D_{ii}$. The lemma follows this line, with `mul_eq_one_comm` exchanging the order of the product.

```lean
/-- If a matrix `A` has the normal modes as eigenvectors with eigenvalues `μ k`, its diagonal
element `A_ii` is the average of the `μ k` with weights `e_ki²`. -/
theorem NormalModes.diag_eq_sum {D : Matrix n n ℝ} {e : n → n → ℝ} {w : n → ℝ}
    (h : NormalModes D e w) {A : Matrix n n ℝ} {μ : n → ℝ}
    (hA : ∀ k, A *ᵥ e k = μ k • e k) (i : n) : A i i = ∑ k, e k i ^ 2 * μ k := by
  have h1 : Matrix.of e * (Matrix.of e)ᵀ = 1 := by
    ext k l
    rw [Matrix.one_apply, ← h.orthonormal k l]
    rfl
  -- orthonormal rows of a square matrix are complete
  have h2 : (Matrix.of e)ᵀ * Matrix.of e = 1 := mul_eq_one_comm.mp h1
  calc A i i = ((A * (Matrix.of e)ᵀ) * Matrix.of e) i i := by
        rw [Matrix.mul_assoc, h2, Matrix.mul_one]
    _ = ∑ k, (A *ᵥ e k) i * e k i := by
        rw [Matrix.mul_apply]
        rfl
    _ = ∑ k, e k i ^ 2 * μ k := Finset.sum_congr rfl fun k _ => by
        rw [hA k, Pi.smul_apply, smul_eq_mul]
        ring
```

Q: So you average the mode bounds. Do they stay strict if some weights vanish?

A: They do, because the weights sum to one and at least one is nonzero. Averaging gives

$$\frac T2<K_i<\sum_k e_{ki}^2\left(\frac T2+\frac{w_k^2}{24T}\right)=\frac T2+\frac{D_{ii}}{24T}.$$

In the final proof `h0` is the sum of the weights, `avg` is the strict averaging step, and `hsum` evaluates the right-hand side.

```lean
/-- Let `e`, `w` be normal modes of `D`, with positive frequencies. At `T > 0` the quantum kinetic
energy of coordinate `i` computed from them exceeds the classical value `T/2` by less than
`D_ii/(24T)`. -/
theorem kineticEnergy_bounds {D : Matrix n n ℝ} {e : n → n → ℝ} {w : n → ℝ}
    (h : NormalModes D e w) {T : ℝ} (hT : 0 < T) (i : n) :
    T / 2 < kineticEnergy e w T i ∧
    kineticEnergy e w T i < T / 2 + D i i / (24 * T) := by
  have h0 : ∑ k, e k i ^ 2 = 1 := by
    have := h.diag_eq_sum (A := 1) (μ := fun _ => 1) (fun k => by simp) i
    rw [Matrix.one_apply_eq] at this
    simpa only [mul_one] using this.symm
  -- the weights sum to one, so some mode moves coordinate i
  obtain ⟨k, hk⟩ : ∃ k, e k i ≠ 0 := by
    by_contra hne
    push Not at hne
    simp [hne] at h0
  have avg : ∀ f g : n → ℝ, (∀ l, f l < g l) →
      ∑ l, e l i ^ 2 * f l < ∑ l, e l i ^ 2 * g l := fun f g hfg =>
    Finset.sum_lt_sum (fun l _ => mul_le_mul_of_nonneg_left (hfg l).le (sq_nonneg _))
      ⟨k, Finset.mem_univ k, mul_lt_mul_of_pos_left (hfg k) (by positivity)⟩
  have lo := avg _ _ fun l => (modeKinetic_bounds hT (h.pos l)).1
  have hi := avg _ _ fun l => (modeKinetic_bounds hT (h.pos l)).2
  rw [← Finset.sum_mul, h0, one_mul] at lo
  have hsum : ∑ l, e l i ^ 2 * (T / 2 + w l ^ 2 / (24 * T)) = T / 2 + D i i / (24 * T) := by
    rw [h.diag_eq_sum h.eigen i, Finset.sum_div]
    simp only [mul_add, Finset.sum_add_distrib, ← Finset.sum_mul, h0, one_mul, mul_div_assoc]
  exact ⟨lo, hi.trans_eq hsum⟩

end

end QuantumKineticEnergy
```

```lean
#print axioms QuantumKineticEnergy.modeKinetic_eq_planck
#print axioms QuantumKineticEnergy.kineticEnergy_bounds
```

```
'QuantumKineticEnergy.modeKinetic_eq_planck' depends on axioms: [propext, Classical.choice, Quot.sound]
'QuantumKineticEnergy.kineticEnergy_bounds' depends on axioms: [propext, Classical.choice, Quot.sound]
```

Q: My crystal has acoustic modes of zero frequency. What happens then?

A: The hypothesis excludes them, and without it the strict bounds can fail. Take one coordinate with $D=0$, $e=1$, $w=0$. The physical kinetic energy is the limit $T/2$, which is not greater than $T/2$. (Lean's `modeKinetic T 0` is $0$, since division by zero is defined in Lean and the factor $w/4$ vanishes; this violates the lower bound as well.) In a crystal with no imaginary frequencies, the physical $K_i$, with $T/2$ for each zero mode, still satisfies both strict bounds if $D_{ii}>0$, because some mode of nonzero frequency then moves coordinate $i$. The file does not prove that case. The sign of $w$ is only a convention, since $w\coth(w/(2T))$ is even.

For a crystal whose only zero modes are translations, and which is otherwise stable, holding one atom fixed restores positive definiteness. It deletes that atom's rows and columns and leaves the other diagonal elements unchanged.

Q: What would I compute in practice?

A: Displace one atom slightly along one Cartesian direction in an electronic-structure calculation and read off the change of the force on that same atom along that direction. Minus this change, divided by the displacement, approximates the Hessian element $\Phi_{ii}$, and $D_{ii}=\Phi_{ii}/m_i$. In a periodic calculation the atom's images move with it, so take a supercell large enough that their effect on this force is negligible. With a single atom per cell the force would not change at all, and the bound would wrongly come out as zero. With units restored, the quantum correction is below

$$\frac{\hbar^2\Phi_{ii}}{24\,m_i\,k_BT}.$$

If $\hbar\sqrt{D_{ii}}=k_BT$, for example, the correction is less than one twelfth of the classical $k_BT/2$. Within the harmonic model, this gives an upper bound on how far classical nuclei underestimate the kinetic energy, without diagonalising $D$.

Q: And at low temperature, or for a strongly anharmonic bond?

A: At low temperature the bound holds but becomes loose: it grows as $1/T$, while $K_i$ tends to its finite zero-point value. For an anharmonic bond the theorem says nothing, because its $K_i$ belongs to a finite set of harmonic coordinates.
